# Quasi-spin commutators and the pairing spectrum for $W$ equally coupled pairs of fermion modes

For fermion annihilators $a_i, b_i$, where $i$ runs over $W$ pair labels, the operators

$$S_+=\sum_i a_i^* b_i^*,\qquad S_-=S_+^*,\qquad N=\sum_i (a_i^*a_i+b_i^*b_i)$$

satisfy

$$[S_+,S_-]=N-W,\qquad [N,S_+]=2S_+ .$$

If a state $v$ has $s$ particles and $S_-v=0$, then for every $n\ge 0$

$$S_+S_-\,S_+^n v=n\,(W-s-n+1)\,S_+^n v .$$

The number $s$ is the seniority, the count of particles left over when all $S_+$ pairs are removed. The vacuum has $s=0$.

## Reference energies for a degenerate pairing Hamiltonian

An exact-diagonalisation code for $H=-G\,S_+S_-$, the model of a single degenerate shell with no other interaction, can be compared with the energies $-G\,n(W-s-n+1)$ for $0\le s\le W$ and $0\le n\le W-s$. For larger $n$ the vector $S_+^nv$ is zero and the formula gives no energy. A pair scatters from any label to any other with the same amplitude $-G$. For a $p$ shell, $W=3$, and one, two and three pairs on the vacuum give $-3G$, $-4G$ and $-3G$.

In an atomic shell, $i$ can label the orbital $m$, with $a_i$ for $(m,\uparrow)$ and $b_i$ for $(-m,\downarrow)$. The phases of the usual pair operator are absorbed into $b_i$.

A mismatch reveals an error, for example a wrong overall sign in $S_-$. Agreement does not show that the intended modes are partners, because any one-to-one matching of the $a$ modes with the $b$ modes gives the same energies. Nor does it show that the fermionic sign strings are present, because the same commutators hold when operators on different modes commute and each single mode keeps its own anticommutation relations.

## From anticommutators to the spectrum

Write $\{x,y\}=xy+yx$. Expanding the right-hand side confirms that

$$[xy,zw]=x\{y,z\}w-\{x,z\}yw+zx\{y,w\}-z\{x,w\}y .$$

**Two pairs.** Take $x=a_i^*$, $y=b_i^*$, $z=b_j$, $w=a_j$. The mixed anticommutators $\{a_i^*,b_j\}$ and $\{b_i^*,a_j\}$ vanish, and the other two equal $\delta_{ij}$. Hence

$$[a_i^*b_i^*,\,b_ja_j]=\delta_{ij}(a_i^*a_i-b_ib_i^*)=\delta_{ij}(a_i^*a_i+b_i^*b_i-1).$$

Since $S_-=\sum_j b_ja_j$, summing over $i$ and $j$ gives $[S_+,S_-]=N-W$.

**Number and pair.** In $[a_i^*a_i,\,a_j^*b_j^*]$ only $\{a_i,a_j^*\}=\delta_{ij}$ survives, which leaves $\delta_{ij}a_i^*b_i^*$. In $[b_i^*b_i,\,a_j^*b_j^*]$ only $\{b_i,b_j^*\}=\delta_{ij}$ survives, with the same result. Adding the two and summing over labels gives $[N,S_+]=2S_+$.

**Particle number.** Put $v_n=S_+^nv$. From $NS_+=S_+N+2S_+$ and $Nv=sv$, induction gives $Nv_n=(s+2n)v_n$.

**Pairing operator.** For $n=0$, $S_+S_-v=0$. Suppose the formula holds for $n$. The first commutator gives $S_-S_+=S_+S_--N+W$, so

$$S_-S_+v_n=\bigl[n(W-s-n+1)-(s+2n)+W\bigr]v_n=(n+1)(W-s-n)\,v_n .$$

Applying $S_+$ to both sides gives $S_+S_-v_{n+1}=(n+1)(W-s-n)v_{n+1}$, which is the formula for $n+1$.

**Norms.** The same step gives the normalisation of these states. In a Hilbert space where $*$ is the adjoint,

$$\|v_{n+1}\|^2=\langle v_n,S_-S_+v_n\rangle=(n+1)(W-s-n)\,\|v_n\|^2 .$$

For nonzero $v$, the chain therefore ends after $W-s$ added pairs. Normalising a nonzero $v_n$ leaves its pairing eigenvalue unchanged.

## The Lean file

```lean
import Mathlib

open Matrix
open scoped Kronecker

namespace QuasiSpinSeniority

section Algebra

variable {R ι : Type*} [Ring R] [StarRing R] [Fintype ι] [DecidableEq ι]

/-- The canonical anticommutation relations for fermion modes `a i` and `b i`,
where `i` labels the pairs of modes. -/
structure PairedFermions (a b : ι → R) : Prop where
  aa : ∀ i j, a i * a j + a j * a i = 0
  bb : ∀ i j, b i * b j + b j * b i = 0
  ab : ∀ i j, a i * b j + b j * a i = 0
  aa_star : ∀ i j, a i * star (a j) + star (a j) * a i = if i = j then 1 else 0
  bb_star : ∀ i j, b i * star (b j) + star (b j) * b i = if i = j then 1 else 0
  ab_star : ∀ i j, a i * star (b j) + star (b j) * a i = 0

/-- The quasi-spin raising operator, which creates a pair summed over all labels. -/
def pairCreation (a b : ι → R) : R := ∑ i, star (a i) * star (b i)

/-- The total fermion number operator. -/
def number (a b : ι → R) : R := ∑ i, (star (a i) * a i + star (b i) * b i)

omit [StarRing R] in
/-- The commutator of two products, expanded in terms that each contain one anticommutator. -/
theorem commutator_of_products (x y z w : R) :
    x * y * (z * w) - z * w * (x * y) =
      x * (y * z + z * y) * w - (x * z + z * x) * y * w
        + z * x * (y * w + w * y) - z * (x * w + w * x) * y := by
  noncomm_ring

omit [StarRing R] [DecidableEq ι] in
/-- The commutator of two sums is the double sum of the commutators. -/
theorem commutator_of_sums (f g : ι → R) :
    (∑ i, f i) * (∑ j, g j) - (∑ j, g j) * (∑ i, f i) =
      ∑ i, ∑ j, (f i * g j - g j * f i) := by
  simp only [Finset.sum_sub_distrib, ← Finset.mul_sum, ← Finset.sum_mul]

omit [Fintype ι] in
/-- Creating pair `i` and annihilating pair `j` commute for different labels; for equal
labels the commutator is the occupation of the pair minus one. -/
theorem pair_commutator {a b : ι → R} (h : PairedFermions a b) (i j : ι) :
    star (a i) * star (b i) * (b j * a j) - b j * a j * (star (a i) * star (b i)) =
      if i = j then star (a i) * a i + star (b i) * b i - 1 else 0 := by
  have h1 := h.bb_star j i
  have h2 := congrArg star (h.ab_star i j)
  have h3 := h.ab_star j i
  have h4 := h.aa_star j i
  simp only [star_add, star_mul, star_zero, star_star] at h2
  rw [add_comm] at h1 h2 h3 h4
  rw [commutator_of_products, h1, h2, h3, h4]
  rcases eq_or_ne i j with rfl | hij
  · have h5 := h.bb_star i i
    simp only [↓reduceIte] at h5 ⊢
    linear_combination (norm := noncomm_ring) -h5
  · simp [hij, hij.symm]

omit [Fintype ι] in
/-- The commutator of the occupation of pair `i` with the creation of pair `j` is twice the creation
of pair `i` for equal labels, and zero for different labels. -/
theorem occupation_commutator {a b : ι → R} (h : PairedFermions a b) (i j : ι) :
    (star (a i) * a i + star (b i) * b i) * (star (a j) * star (b j))
      - star (a j) * star (b j) * (star (a i) * a i + star (b i) * b i) =
      if i = j then 2 * (star (a i) * star (b i)) else 0 := by
  have h1 := congrArg star (h.aa j i)
  have h2 := congrArg star (h.ab i j)
  have h3 := congrArg star (h.ab_star j i)
  have h4 := congrArg star (h.ab j i)
  have h5 := congrArg star (h.bb j i)
  simp only [star_add, star_mul, star_zero, star_star] at h1 h2 h3 h4 h5
  rw [add_comm] at h2
  -- the two modes of pair `i` are treated one after the other
  have e1 := commutator_of_products (star (a i)) (a i) (star (a j)) (star (b j))
  have e2 := commutator_of_products (star (b i)) (b i) (star (a j)) (star (b j))
  rw [h.aa_star i j, h1, h.ab_star i j, h2] at e1
  rw [h3, h4, h.bb_star i j, h5] at e2
  rw [add_mul, mul_add, add_sub_add_comm, e1, e2]
  rcases eq_or_ne i j with rfl | hij
  · simp [two_mul]
  · simp [hij]

/-- **Quasi-spin algebra.** The commutator of pair creation with its adjoint is the particle number
minus the number of pair labels, and the commutator of the particle number with pair creation is
twice pair creation. -/
theorem quasispin_algebra {a b : ι → R} (h : PairedFermions a b) :
    pairCreation a b * star (pairCreation a b) - star (pairCreation a b) * pairCreation a b
        = number a b - (Fintype.card ι : R) ∧
    number a b * pairCreation a b - pairCreation a b * number a b
        = 2 * pairCreation a b := by
  constructor
  · have hs : star (pairCreation a b) = ∑ i, b i * a i := by
      simp only [pairCreation, star_sum, star_mul, star_star]
    rw [hs, pairCreation, commutator_of_sums]
    simp only [pair_commutator h, Finset.sum_ite_eq, Finset.mem_univ, if_true]
    simp [number, Finset.sum_sub_distrib]
  · rw [number, pairCreation, commutator_of_sums]
    simp only [occupation_commutator h, Finset.sum_ite_eq, Finset.mem_univ, if_true]
    rw [Finset.mul_sum]

variable {M : Type*} [AddCommGroup M] [Module R M]

/-- If the number operator multiplies `v` by `s`, it multiplies the vector obtained from `v` by `n`
pair creations by `s + 2n`. That vector may be zero. -/
theorem number_of_paired_state {a b : ι → R} (h : PairedFermions a b) (v : M) (s : ℤ)
    (hN : number a b • v = s • v) (n : ℕ) :
    number a b • (pairCreation a b ^ n • v) = (s + 2 * n) • (pairCreation a b ^ n • v) := by
  induction n with
  | zero => simpa using hN
  | succ n ih =>
    have e : number a b * pairCreation a b
        = pairCreation a b * number a b + (pairCreation a b + pairCreation a b) := by
      rw [← two_mul (pairCreation a b), ← (quasispin_algebra h).2]; abel
    rw [pow_succ', mul_smul, ← mul_smul (number a b), e, add_smul, add_smul,
      mul_smul (pairCreation a b) (number a b), ih,
      smul_comm (pairCreation a b) (s + 2 * (n : ℤ))]
    -- only integer multiples of one vector remain
    generalize pairCreation a b • (pairCreation a b ^ n • v) = w
    push_cast
    module

/-- **Seniority spectrum of the pairing operator.** If `v` has `s` particles and the adjoint of pair
creation sends it to zero, then the pairing operator multiplies the vector obtained from `v` by `n`
pair creations by `n (W - s - n + 1)`, where `W` is the number of pair labels. That vector may be
zero. -/
theorem seniority_spectrum {a b : ι → R} (h : PairedFermions a b) (v : M) (s : ℤ)
    (hv : star (pairCreation a b) • v = 0) (hN : number a b • v = s • v) (n : ℕ) :
    (pairCreation a b * star (pairCreation a b)) • (pairCreation a b ^ n • v) =
      ((n : ℤ) * (Fintype.card ι - s - n + 1)) • (pairCreation a b ^ n • v) := by
  induction n with
  | zero => simp [mul_smul, hv]
  | succ n ih =>
    have hn := number_of_paired_state h v s hN n
    -- move the annihilator past one pair creator
    have e : star (pairCreation a b) * pairCreation a b = pairCreation a b
        * star (pairCreation a b) - (number a b - (Fintype.card ι : R)) := by
      rw [← (quasispin_algebra h).1]; abel
    have hW : (Fintype.card ι : R) • (pairCreation a b ^ n • v)
        = (Fintype.card ι : ℤ) • (pairCreation a b ^ n • v) := by
      rw [Nat.cast_smul_eq_nsmul, natCast_zsmul]
    have k : (star (pairCreation a b) * pairCreation a b) • (pairCreation a b ^ n • v)
        = (((n : ℤ) + 1) * (Fintype.card ι - s - n)) • (pairCreation a b ^ n • v) := by
      rw [e, sub_smul, sub_smul, ih, hn, hW]
      generalize pairCreation a b ^ n • v = u
      module
    rw [pow_succ', mul_smul (pairCreation a b) (pairCreation a b ^ n), ← mul_smul,
      mul_assoc, mul_smul, k, smul_comm]
    congr 1
    push_cast
    ring

/-- If every `a i` and `b i` sends `v` to zero, the pairing operator multiplies the vector obtained
from `v` by `n` pair creations by `n (W - n + 1)`, where `W` is the number of pair labels. That
vector may be zero. -/
theorem vacuum_pairing_spectrum {a b : ι → R} (h : PairedFermions a b) (v : M)
    (ha : ∀ i, a i • v = 0) (hb : ∀ i, b i • v = 0) (n : ℕ) :
    (pairCreation a b * star (pairCreation a b)) • (pairCreation a b ^ n • v) =
      ((n : ℤ) * (Fintype.card ι - n + 1)) • (pairCreation a b ^ n • v) := by
  have hv : star (pairCreation a b) • v = 0 := by
    simp [pairCreation, star_sum, Finset.sum_smul, mul_smul, ha]
  have hN : number a b • v = (0 : ℤ) • v := by
    simp [number, Finset.sum_smul, add_smul, mul_smul, ha, hb]
  simpa only [sub_zero] using seniority_spectrum h v 0 hv hN n

end Algebra

section Witness

/-- Annihilator of the first mode of a two-mode Fock space. -/
def modeA : Matrix (Fin 4) (Fin 4) ℤ := !![0, 1, 0, 0; 0, 0, 0, 0; 0, 0, 0, 1; 0, 0, 0, 0]

/-- Annihilator of the second mode of a two-mode Fock space. -/
def modeB : Matrix (Fin 4) (Fin 4) ℤ := !![0, 0, 1, 0; 0, 0, 0, -1; 0, 0, 0, 0; 0, 0, 0, 0]

/-- Fermion parity of a two-mode Fock space. -/
def parity : Matrix (Fin 4) (Fin 4) ℤ := !![1, 0, 0, 0; 0, -1, 0, 0; 0, 0, -1, 0; 0, 0, 0, 1]

/-- A two-mode operator placed on pair `i` of two pairs, with a parity factor on the
first pair when it acts on the second. -/
def embed (i : Fin 2) (x : Matrix (Fin 4) (Fin 4) ℤ) :
    Matrix (Fin 4 × Fin 4) (Fin 4 × Fin 4) ℤ :=
  if i = 0 then x ⊗ₖ 1 else parity ⊗ₖ x

/-- Placing an operator on a pair commutes with taking the adjoint. -/
theorem embed_star (i : Fin 2) (x : Matrix (Fin 4) (Fin 4) ℤ) :
    star (embed i x) = embed i (star x) := by
  have hp : parityᴴ = parity := by decide +kernel
  unfold embed
  split_ifs
  · rw [star_eq_conjTranspose, conjTranspose_kronecker, conjTranspose_one,
      star_eq_conjTranspose]
  · rw [star_eq_conjTranspose, conjTranspose_kronecker, hp, star_eq_conjTranspose]

/-- Parity-odd operators with anticommutator `k` keep it on the same pair and
anticommute on different pairs. -/
theorem embed_anticomm (x y : Matrix (Fin 4) (Fin 4) ℤ) (k : ℤ)
    (h : x * y + y * x = k • (1 : Matrix (Fin 4) (Fin 4) ℤ))
    (hx : x * parity + parity * x = 0) (hy : y * parity + parity * y = 0) (i j : Fin 2) :
    embed i x * embed j y + embed j y * embed i x = if i = j then k • 1 else 0 := by
  have hp : parity * parity = 1 := by decide +kernel
  fin_cases i <;> fin_cases j
  · change (x ⊗ₖ 1) * (y ⊗ₖ 1) + (y ⊗ₖ 1) * (x ⊗ₖ 1) = k • 1
    rw [← mul_kronecker_mul, ← mul_kronecker_mul, mul_one, ← add_kronecker, h,
      smul_kronecker, one_kronecker_one]
  · change (x ⊗ₖ 1) * (parity ⊗ₖ y) + (parity ⊗ₖ y) * (x ⊗ₖ 1) = 0
    rw [← mul_kronecker_mul, ← mul_kronecker_mul, mul_one, one_mul, ← add_kronecker, hx,
      zero_kronecker]
  · change (parity ⊗ₖ x) * (y ⊗ₖ 1) + (y ⊗ₖ 1) * (parity ⊗ₖ x) = 0
    rw [← mul_kronecker_mul, ← mul_kronecker_mul, mul_one, one_mul, ← add_kronecker,
      add_comm, hy, zero_kronecker]
  · change (parity ⊗ₖ x) * (parity ⊗ₖ y) + (parity ⊗ₖ y) * (parity ⊗ₖ x) = k • 1
    rw [← mul_kronecker_mul, ← mul_kronecker_mul, hp, ← kronecker_add, h,
      kronecker_smul, one_kronecker_one]

/-- Two pairs of fermion modes, given by explicit 16 by 16 matrices, satisfy all the
canonical anticommutation relations. -/
theorem pairedFermions_witness :
    PairedFermions (fun i => embed i modeA) (fun i => embed i modeB) where
  aa i j := by
    simpa only [zero_smul, ite_self] using embed_anticomm modeA modeA 0
      (by decide +kernel) (by decide +kernel) (by decide +kernel) i j
  bb i j := by
    simpa only [zero_smul, ite_self] using embed_anticomm modeB modeB 0
      (by decide +kernel) (by decide +kernel) (by decide +kernel) i j
  ab i j := by
    simpa only [zero_smul, ite_self] using embed_anticomm modeA modeB 0
      (by decide +kernel) (by decide +kernel) (by decide +kernel) i j
  aa_star i j := by
    simpa only [embed_star, one_smul] using embed_anticomm modeA (star modeA) 1
      (by decide +kernel) (by decide +kernel) (by decide +kernel) i j
  bb_star i j := by
    simpa only [embed_star, one_smul] using embed_anticomm modeB (star modeB) 1
      (by decide +kernel) (by decide +kernel) (by decide +kernel) i j
  ab_star i j := by
    simpa only [embed_star, zero_smul, ite_self] using embed_anticomm modeA (star modeB) 0
      (by decide +kernel) (by decide +kernel) (by decide +kernel) i j

end Witness

end QuasiSpinSeniority
```

```lean
#print axioms QuasiSpinSeniority.vacuum_pairing_spectrum
```

```
'QuasiSpinSeniority.vacuum_pairing_spectrum' depends on axioms: [propext, Classical.choice, Quot.sound]
```

## How the Lean statements map to the physics

The operators are elements of a ring `R` with an involution `star`, which reverses products and plays the part of the adjoint. The labels form a finite type `ι`, and $W$ is `Fintype.card ι`. The structure `PairedFermions a b` lists the anticommutation relations, including those between different pairs. They are the assumption that the modes are fermionic, and the theorems start from them.

`pairCreation a b` is $S_+$, `star (pairCreation a b)` is $S_-$, and `number a b` is $N$. The theorem `quasispin_algebra` states both commutators as equations in `R`, where $W$ means $W$ times the identity.

States are elements of a left module `M` over `R`, and `•` is the action of an operator or an integer on a state. In `seniority_spectrum`, the hypothesis `hv` says that $S_-v=0$, and `hN` says that $Nv=sv$ with an integer $s$. The coefficient is computed in the integers, so its subtractions are not cut off at zero. `vacuum_pairing_spectrum` replaces the two hypotheses by the condition that every $a_i$ and $b_i$ annihilates $v$.

The six relations could also be stated as two, for a single family of $2W$ modes $c_p$: $\{c_p,c_q\}=0$ and $\{c_p,c_q^*\}=\delta_{pq}$. The physical content would be the same. The structure would be shorter, but the definition of $S_+$ would then have to say which modes are partners.

## How the proof follows the calculation

`commutator_of_products` is the four-anticommutator identity, verified by `noncomm_ring`, which expands products without changing their order. `commutator_of_sums` turns the commutator of two sums into a double sum.

`pair_commutator` and `occupation_commutator` insert the anticommutators. Relations between two creators, and some of the mixed ones, are obtained by applying `star` to relations in the structure. The split `rcases eq_or_ne i j` separates equal from different labels. In the first lemma, the equal-label case ends with the replacement of $b_ib_i^*$ by $1-b_i^*b_i$. `quasispin_algebra` then sums over labels, and `Finset.sum_ite_eq` carries out the sum over the Kronecker delta.

`number_of_paired_state` and `seniority_spectrum` are the two inductions. In the second, `e` is the formula for $S_-S_+$ and `k` is its action on $v_n$. The tactic `module` compares the integer coefficients of a single vector.

The last part of the file builds an example with $W=2$. `modeA` and `modeB` are the annihilators of one pair as $4\times4$ integer matrices. `embed` places them on the first or second pair, with a `parity` factor that makes annihilators and creators on different pairs anticommute. `embed_anticomm` reduces the relations for $16\times16$ matrices to $4\times4$ identities, which `decide +kernel` evaluates. `pairedFermions_witness` collects them, so the assumed relations are satisfied by a concrete set of matrices.

## Scope of the spectrum theorem

The theorem gives an equation for $S_+^nv$ and does not say that this vector is nonzero. When the vector is zero, the equation does not show that the coefficient is an eigenvalue. `M` carries no inner product, so the norm formula above rests on the derivation given there and not on the file.

The theorem also takes $v$ as given. It neither constructs the states with $S_-v=0$ nor counts them, and it does not show that the vectors $S_+^nv$ span the Fock space. A classification of atomic terms by seniority needs those steps as well as the angular-momentum labels.

Unequal orbital energies or label-dependent pairing strengths lead to a different Hamiltonian, to which this spectrum does not apply in general. The file concerns exact operators and says nothing about rounding errors or about whether a particular program implements them correctly.
